# The Slater determinant of linearly independent one-variable real polynomials does not vanish throughout any open box

Suppose a Slater determinant were zero throughout some open region of configuration space. A Monte Carlo walk that samples the squared modulus of this determinant and starts there would have probability density zero at its starting point, and the ratio that decides its first move would have a zero denominator. Drawing a new starting point from the same region would not help. Linear dependence of the orbitals causes exactly this failure, everywhere at once. Linear independence alone does not exclude it for arbitrary functions: two independent orbitals may both be zero on the same interval. For polynomials in one variable, independence is enough.

## Placing the particles one at a time

Let $K$ be a field and let $p_0,\dots,p_{N-1}$ be linearly independent polynomials in one variable over $K$. Let $S_0,\dots,S_{N-1}$ be infinite subsets of $K$. The claim is that there are points $x_i\in S_i$ with
$$D(x_0,\dots,x_{N-1})=\det\big(p_j(x_i)\big)\neq 0 .$$
Row $i$ belongs to particle $i$ and column $j$ to orbital $j$.

The argument uses only one property of the polynomials, so write $\varphi_j$ for general orbitals on a set $\Omega$ of one-particle positions. Call them independent on a region $S\subseteq\Omega$ if $\sum_j c_j\varphi_j(y)=0$ for all $y\in S$ forces every $c_j$ to be zero.

**Polynomials have this property on every infinite set.** If $\sum_j c_j p_j(y)=0$ for all $y$ in an infinite set $S$, the polynomial $q=\sum_j c_jp_j$ has infinitely many roots. A nonzero polynomial has only finitely many, so $q=0$, and linear independence gives $c_j=0$ for all $j$.

**Independence on each $S_i$ gives a nonzero determinant.** The proof is by induction on $N$. For $N=0$ the empty determinant is $1$. Let $N=n+1$ and assume the statement for $n$ orbitals.

The orbitals $\varphi_1,\dots,\varphi_n$ are independent on each of $S_1,\dots,S_n$, because a vanishing combination of them is a vanishing combination of all the orbitals with coefficient $0$ on $\varphi_0$. By the induction hypothesis there are points $y_0,\dots,y_{n-1}$, with $y_i\in S_{i+1}$, at which the determinant of $\varphi_1,\dots,\varphi_n$ is nonzero.

Put particle $0$ at $z$ and the others at these points. Expansion along row $0$ gives
$$D(z,y_0,\dots,y_{n-1})=\sum_{j=0}^{n}c_j\,\varphi_j(z),\qquad c_j=(-1)^jD^{(j)}(y_0,\dots,y_{n-1}),$$
where $D^{(j)}$ is the determinant of all orbitals except $\varphi_j$. The coefficient $c_0=D^{(0)}(y_0,\dots,y_{n-1})$ is nonzero by the choice of the points. The combination is therefore nontrivial, and independence on $S_0$ supplies a $z\in S_0$ at which it does not vanish. This completes the induction.

**Over the reals the nodes contain no open box.** A box $\prod_i(a_i,b_i)$ with $a_i<b_i$ has infinite sides. Taking $S_i=(a_i,b_i)$ produces a point of the box with $D\neq0$. Every open ball contains such a box around its centre, so the nodal set has empty interior.

The smallest cases show the mechanism. For $N=1$, independence means $p_0\neq0$, and the nodes are the finitely many roots of $p_0$. For $N=2$,
$$D(x_0,x_1)=p_1(x_1)\,p_0(x_0)-p_0(x_1)\,p_1(x_0).$$
One first picks $x_1\in S_1$ with $p_1(x_1)\neq0$, then $x_0\in S_0$ off the finitely many roots of the remaining polynomial in $x_0$. With $p_0=1$ and $p_1=X$ the determinant is $x_1-x_0$, and its nodal set is the line $x_0=x_1$.

## Row expansion in a Monte Carlo move

The same expansion appears in variational Monte Carlo when one particle is moved. Let $A_{ij}=\varphi_j(x_i)$ be the current matrix, with $\det A\neq0$. Moving particle $i$ to $z$ changes only row $i$, and the cofactors of that row stay fixed. Hence
$$\frac{D_{\text{new}}}{D_{\text{old}}}=\sum_j\varphi_j(z)\,(A^{-1})_{ji},$$
which costs $N$ multiplications once the inverse and the new orbital values are known. The formula needs a starting configuration off the nodes, and for linearly independent real polynomial orbitals in one variable one exists in every open box.

Non-interacting, spin-polarised fermions in a one-dimensional harmonic trap fit this setting. Their orbitals are polynomials times a common Gaussian, and the Gaussian of each particle factors out of its row without changing the zeros.

## Orbitals, determinant and nodes in Lean

```lean
import Mathlib

open Polynomial

namespace SlaterPolynomialNodes

variable {Ω K : Type*} [Field K] {N : ℕ}
```

Here `Ω` is the set of one-particle positions and `K` the field of orbital values. For the general results `Ω` carries no structure, so a point may be a position in three dimensions together with a spin label. The number of particles equals the number of orbitals, and both are indexed by `Fin N`, which runs from $0$ to $N-1$.

```lean
/-- The unnormalised Slater determinant of the orbitals `φ j`, with particle `i` at `x i`. -/
def slater (φ : Fin N → Ω → K) (x : Fin N → Ω) : K :=
  (Matrix.of fun i j => φ j (x i)).det
```

The value `slater φ x` is $\det(\varphi_j(x_i))$. The usual prefactor $1/\sqrt{N!}$ is left out; for real or complex orbitals it does not affect where the determinant vanishes.

```lean
/-- The nodal set: all configurations at which the Slater determinant vanishes. -/
def nodalSet (φ : Fin N → Ω → K) : Set (Fin N → Ω) :=
  {x | slater φ x = 0}
```

The nodal set lives in the full configuration space `Fin N → Ω`. It includes the coincidence configurations, where two particles share a point.

```lean
/-- The orbitals are independent on the region `S`: only the trivial linear combination
vanishes at every point of `S`. -/
def IndependentOn (φ : Fin N → Ω → K) (S : Set Ω) : Prop :=
  ∀ c : Fin N → K, (∀ y ∈ S, ∑ j, c j * φ j y = 0) → c = 0
```

`IndependentOn φ S` is the independence condition used above. It implies linear independence of the orbitals as functions on all of `Ω`, and can be strictly stronger when `S` is smaller than `Ω`, since the combination is tested only at points of `S`.

## A nonzero determinant from independence on each region

```lean
/-- If the orbitals are independent on each region `S i`, the particles can be placed in their
respective regions so that the Slater determinant is nonzero. -/
theorem exists_slater_ne_zero (φ : Fin N → Ω → K) (S : Fin N → Set Ω)
    (h : ∀ i, IndependentOn φ (S i)) :
    ∃ x : Fin N → Ω, (∀ i, x i ∈ S i) ∧ slater φ x ≠ 0 := by
  induction N with
  | zero => exact ⟨fun i => i.elim0, fun i => i.elim0, by simp [slater]⟩
  | succ n ih =>
    -- Without the first orbital the others are still independent.
    have tail : ∀ i : Fin n, IndependentOn (fun j : Fin n => φ j.succ) (S i.succ) := by
      intro i c hc
      have h0 := h i.succ (Fin.cons 0 c : Fin (n + 1) → K) (fun y hy => by
        rw [Fin.sum_univ_succ]
        simpa using hc y hy)
      funext j
      simpa using congrFun h0 j.succ
    obtain ⟨y, hy, hdet⟩ := ih (fun j => φ j.succ) (fun i => S i.succ) tail
    -- Expansion along the row of the first particle gives a combination of orbitals.
    let c : Fin (n + 1) → K := fun j =>
      (-1) ^ (j : ℕ) * slater (fun k => φ (j.succAbove k)) y
    have expand : ∀ z, slater φ (Fin.cons z y : Fin (n + 1) → Ω) = ∑ j, c j * φ j z := by
      intro z
      unfold slater
      rw [Matrix.det_succ_row_zero]
      apply Finset.sum_congr rfl
      intro j _
      have hm : (Matrix.of fun i k => φ k ((Fin.cons z y : Fin (n + 1) → Ω) i)).submatrix
          Fin.succ j.succAbove = Matrix.of fun i k => φ (j.succAbove k) (y i) := by
        ext i k
        simp
      rw [hm]
      simp only [c, slater, Matrix.of_apply, Fin.cons_zero]
      ring
    by_contra hno
    -- If every placement failed, all coefficients would vanish, including the first minor.
    have hc : c = 0 := h 0 c (fun z hz => by
      rw [← expand z]
      by_contra hne
      refine hno ⟨Fin.cons z y, fun i => ?_, hne⟩
      refine Fin.cases ?_ (fun k => ?_) i
      · simpa using hz
      · simpa using hy k)
    apply hdet
    have h1 := congrFun hc 0
    simpa [c] using h1
```

The hypothesis `h` asks for independence on every region separately; the regions may overlap, coincide or be disjoint. The conclusion gives one configuration with each particle in its own region.

The proof follows the induction by hand. The fact `tail` removes orbital $0$, and `Fin.cons 0 c` is the coefficient list with a zero put in front. The induction hypothesis then gives the positions `y` of the remaining particles, with `hdet` recording that their determinant is nonzero. The statement `expand` is the expansion along row $0$, taken from `Matrix.det_succ_row_zero`. The map `j.succAbove` lists the orbital indices other than `j`, so `hm` identifies the submatrix in the expansion with the matrix of the remaining orbitals.

The last step is arranged as a contradiction. If no placement worked, the combination would vanish at every `z` in `S 0`, and independence would give `c = 0`. Its entry at index $0$ is the determinant that `hdet` says is nonzero.

```lean
/-- Orbitals are independent on a region exactly when some configuration inside that region has
a nonzero Slater determinant. -/
theorem independentOn_iff_exists_slater_ne_zero (φ : Fin N → Ω → K) (S : Set Ω) :
    IndependentOn φ S ↔ ∃ x : Fin N → Ω, (∀ i, x i ∈ S) ∧ slater φ x ≠ 0 := by
  constructor
  · intro h
    exact exists_slater_ne_zero φ (fun _ => S) (fun _ => h)
  · rintro ⟨x, hx, hdet⟩ c hc
    -- The coefficients lie in the kernel of an invertible matrix.
    apply Matrix.eq_zero_of_mulVec_eq_zero hdet
    funext i
    have hi := hc (x i) (hx i)
    simpa [Matrix.mulVec, dotProduct, mul_comm] using hi
```

For one common region the implication also runs backwards. If $\sum_j c_j\varphi_j$ vanishes on `S` and the points $x_i\in S$ give a nonzero determinant, then $Ac=0$ with $A$ invertible, hence $c=0$. The lemma `Matrix.eq_zero_of_mulVec_eq_zero` performs this step. A single configuration with nonzero determinant therefore certifies that the orbitals are independent on the region that contains it.

## Polynomial orbitals

```lean
/-- Linearly independent polynomial orbitals are independent on every infinite set of points. -/
theorem polynomial_independentOn (p : Fin N → K[X]) (hp : LinearIndependent K p)
    {S : Set K} (hS : S.Infinite) :
    IndependentOn (fun j y => (p j).eval y) S := by
  intro c hc
  -- A polynomial with infinitely many roots is zero.
  have hq : ∑ j, c j • p j = 0 :=
    Polynomial.eq_zero_of_infinite_isRoot _ (hS.mono fun y hy => by
      show Polynomial.eval y (∑ j, c j • p j) = 0
      simpa [Polynomial.eval_finsetSum] using hc y hy)
  funext j
  exact Fintype.linearIndependent_iff.mp hp c hq j
```

The hypothesis `hp` is linear independence of the $p_j$ as polynomials, and the conclusion concerns their values on `S`. The link is `Polynomial.eq_zero_of_infinite_isRoot`: the combination has every point of `S` as a root, so it is the zero polynomial. `Fintype.linearIndependent_iff` then turns `hp` into the vanishing of each coefficient.

```lean
/-- For linearly independent polynomial orbitals and any infinite sets `S i`, there are positions
`x i` in `S i` at which the Slater determinant is nonzero. -/
theorem exists_polynomial_slater_ne_zero (p : Fin N → K[X]) (hp : LinearIndependent K p)
    (S : Fin N → Set K) (hS : ∀ i, (S i).Infinite) :
    ∃ x : Fin N → K, (∀ i, x i ∈ S i) ∧ slater (fun j y => (p j).eval y) x ≠ 0 :=
  exists_slater_ne_zero _ S fun i => polynomial_independentOn p hp (hS i)
```

This is the main claim, obtained by feeding the previous lemma into the general theorem. Positions and orbital values lie in the same field `K`. Polynomials with complex coefficients at real positions are covered by taking $K=\mathbb{C}$ and choosing each `S i` inside the real line. No bound on the degrees is assumed. Polynomials in several variables, as needed for particles in three dimensions, are not treated. For them an infinite set is not enough, because a nonzero polynomial in two variables can vanish on a whole line. An open box is enough over the reals, because a nonzero real polynomial cannot vanish throughout one, and `exists_slater_ne_zero` then applies.

## Real nodes have empty interior

```lean
/-- The nodal set of linearly independent real polynomial orbitals contains no open box. -/
theorem not_box_subset_nodalSet (p : Fin N → ℝ[X]) (hp : LinearIndependent ℝ p)
    (a b : Fin N → ℝ) (hab : ∀ i, a i < b i) :
    ¬ (Set.univ.pi fun i => Set.Ioo (a i) (b i)) ⊆ nodalSet (fun j y => (p j).eval y) := by
  intro hsub
  obtain ⟨x, hx, hne⟩ := exists_polynomial_slater_ne_zero p hp
    (fun i => Set.Ioo (a i) (b i)) (fun i => Set.Ioo_infinite (hab i))
  exact hne (hsub fun i _ => hx i)
```

The expression `Set.univ.pi fun i => Set.Ioo (a i) (b i)` is the open box $\prod_i(a_i,b_i)$, and `hab` makes each side nonempty. `Set.Ioo_infinite` supplies the infinite sets. The resulting configuration lies in the box but not in the nodal set, which contradicts the assumed inclusion `hsub`.

```lean
/-- The nodal set of linearly independent real polynomial orbitals has empty interior in
configuration space. -/
theorem interior_nodalSet_eq_empty (p : Fin N → ℝ[X]) (hp : LinearIndependent ℝ p) :
    interior (nodalSet (fun j y => (p j).eval y)) = ∅ := by
  rw [Set.eq_empty_iff_forall_notMem]
  intro x hx
  obtain ⟨ε, hε, hball⟩ := Metric.mem_nhds_iff.mp (mem_interior_iff_mem_nhds.mp hx)
  -- A ball around an interior point would contain an open box.
  apply not_box_subset_nodalSet p hp (fun i => x i - ε) (fun i => x i + ε)
    (fun i => by linarith)
  intro y hy
  apply hball
  rw [Metric.mem_ball, dist_pi_lt_iff hε]
  intro i
  have hi := hy i (Set.mem_univ i)
  rw [Real.dist_eq, abs_lt]
  constructor
  · linarith [hi.1]
  · linarith [hi.2]
```

Lean's distance on `Fin N → ℝ` is the largest coordinate difference. It defines the same open sets as the Euclidean distance, so the statement has its usual meaning. An interior point `x` of the nodal set would have a ball of some radius `ε` inside that set. The box with sides $(x_i-\varepsilon,x_i+\varepsilon)$ lies in this ball, and the previous theorem rules it out. Empty interior is a topological statement and gives neither the dimension of the nodal set nor the number of regions it separates.

## Too few points, and a family of examples

```lean
/-- If all `N` particles are confined to a finite set of fewer than `N` points, the Slater
determinant vanishes for every choice of orbitals. -/
theorem slater_eq_zero_of_card_lt (φ : Fin N → Ω → K) (S : Finset Ω) (hS : S.card < N)
    (x : Fin N → Ω) (hx : ∀ i, x i ∈ S) : slater φ x = 0 := by
  -- Two particles must share a point, so two rows agree.
  obtain ⟨i, _, k, _, hik, hxik⟩ :=
    Finset.exists_ne_map_eq_of_card_lt_of_maps_to
      (s := (Finset.univ : Finset (Fin N))) (t := S) (f := x)
      (by simpa using hS) (by intro i _; simpa using hx i)
  apply Matrix.det_zero_of_row_eq hik
  funext j
  simp [hxik]
```

Together the regions must contain at least $N$ points. If all $N$ particles sit on fewer than $N$ points, two of them share a point, their rows agree and the determinant is zero, whatever the orbitals are. The pigeonhole lemma finds the two particles, and `Matrix.det_zero_of_row_eq` finishes the proof. Having $N$ points or more is still not sufficient for arbitrary polynomials: with $N=1$, the orbital $p_0$ may have a root at every point of a given finite set. Infinite sets exclude this for all degrees.

```lean
/-- The monomials `1, X, …, X^(N-1)` are linearly independent polynomial orbitals. -/
theorem monomials_witness (K : Type*) [Field K] (N : ℕ) :
    LinearIndependent K (fun j : Fin N => (X : K[X]) ^ (j : ℕ)) := by
  rw [Fintype.linearIndependent_iff]
  intro c hc j
  -- Compare the coefficients of `X^j`.
  have h := congrArg (fun q : K[X] => q.coeff (j : ℕ)) hc
  simpa [Polynomial.finsetSum_coeff, Polynomial.coeff_X_pow, Fin.val_inj] using h

end SlaterPolynomialNodes
```

The monomials $1,X,\dots,X^{N-1}$ satisfy the independence hypothesis for every $N$ and over every field. The proof reads off the coefficient of $X^j$ in a vanishing combination, which is $c_j$. For these orbitals `slater` is the Vandermonde determinant $\prod_{i<k}(x_k-x_i)$, whose zeros are exactly the configurations with two particles at the same point.

```lean
#print axioms SlaterPolynomialNodes.independentOn_iff_exists_slater_ne_zero
#print axioms SlaterPolynomialNodes.not_box_subset_nodalSet
#print axioms SlaterPolynomialNodes.interior_nodalSet_eq_empty
#print axioms SlaterPolynomialNodes.slater_eq_zero_of_card_lt
```

```
'SlaterPolynomialNodes.independentOn_iff_exists_slater_ne_zero' depends on axioms: [propext, Classical.choice, Quot.sound]
'SlaterPolynomialNodes.not_box_subset_nodalSet' depends on axioms: [propext, Classical.choice, Quot.sound]
'SlaterPolynomialNodes.interior_nodalSet_eq_empty' depends on axioms: [propext, Classical.choice, Quot.sound]
'SlaterPolynomialNodes.slater_eq_zero_of_card_lt' depends on axioms: [propext, Classical.choice, Quot.sound]
```
